# Repulsion across a medium under the geometric-mean rule for Hamaker constants

Let $A_{ij}$ be the Hamaker constant of materials $i$ and $j$ across vacuum. If the forces are pairwise additive, the like constants $A_{ii}$ non-negative and the cross constants geometric means, the Hamaker constant of bodies 1 and 2 across medium 3 is $(\sqrt{A_{11}}-\sqrt{A_{33}})(\sqrt{A_{22}}-\sqrt{A_{33}})$, which is negative exactly when $A_{33}$ lies strictly between $A_{11}$ and $A_{22}$. For like bodies the weaker condition $A_{13}^2\le A_{11}A_{33}$, with $A_{11},A_{33}\ge 0$, already excludes repulsion.

```lean
import Mathlib

open Finset

namespace HamakerMedium

noncomputable section

/-- The Hamaker constant of bodies 1 and 2 interacting across medium 3, built from the
constants `A12`, `A33`, `A13`, `A23` for interaction across vacuum. -/
def throughMedium (A12 A33 A13 A23 : ℝ) : ℝ := A12 + A33 - A13 - A23

/-- The geometric-mean combining relation for the cross constant of two materials. -/
def geomMean (A B : ℝ) : ℝ := √(A * B)

/-- A Hamaker constant as a sum over frequencies `k`, with weights `w k`, of the product of
the responses `u k` and `v k` of the two materials. -/
def spectralHamaker {ι : Type*} [Fintype ι] (w u v : ι → ℝ) : ℝ := ∑ k, w k * u k * v k

/-- With geometric-mean cross constants, the Hamaker constant across a medium is the product
of the differences of square roots between each body and the medium. -/
theorem throughMedium_geomMean {A11 A22 A33 : ℝ}
    (h1 : 0 ≤ A11) (h2 : 0 ≤ A22) (h3 : 0 ≤ A33) :
    throughMedium (geomMean A11 A22) A33 (geomMean A11 A33) (geomMean A22 A33)
      = (√A11 - √A33) * (√A22 - √A33) := by
  unfold throughMedium geomMean
  rw [Real.sqrt_mul h1, Real.sqrt_mul h1, Real.sqrt_mul h2]
  linear_combination -(Real.mul_self_sqrt h3)

/-- With geometric-mean cross constants, the Hamaker constant across a medium is negative
exactly when the constant of the medium lies strictly between those of the two bodies. -/
theorem repulsion_iff_between {A11 A22 A33 : ℝ}
    (h1 : 0 ≤ A11) (h2 : 0 ≤ A22) (h3 : 0 ≤ A33) :
    throughMedium (geomMean A11 A22) A33 (geomMean A11 A33) (geomMean A22 A33) < 0
      ↔ (A11 < A33 ∧ A33 < A22) ∨ (A22 < A33 ∧ A33 < A11) := by
  rw [throughMedium_geomMean h1 h2 h3, mul_neg_iff]
  -- the two factors must have opposite signs
  simp only [sub_pos, sub_lt_zero, Real.sqrt_lt_sqrt_iff h1, Real.sqrt_lt_sqrt_iff h2,
    Real.sqrt_lt_sqrt_iff h3]
  tauto

/-- Two like bodies do not repel across a medium if the constants of body and medium are
non-negative and the square of the cross constant is at most their product. -/
theorem like_bodies_nonneg {A11 A33 A13 : ℝ} (h1 : 0 ≤ A11) (h3 : 0 ≤ A33)
    (h : A13 ^ 2 ≤ A11 * A33) : 0 ≤ throughMedium A11 A33 A13 A13 := by
  unfold throughMedium
  by_contra hneg
  -- otherwise the cross constant would exceed the arithmetic mean
  have hlt : 0 < 2 * A13 - (A11 + A33) := by linarith
  have hsum : 0 < 2 * A13 + (A11 + A33) := by linarith
  nlinarith [mul_pos hlt hsum, sq_nonneg (A11 - A33)]

/-- If the square of the cross constant is at most the product of the constants of body and medium,
the Hamaker constant of like bodies across the medium vanishes exactly when all three constants are
equal. -/
theorem like_bodies_eq_zero_iff {A11 A33 A13 : ℝ} (h : A13 ^ 2 ≤ A11 * A33) :
    throughMedium A11 A33 A13 A13 = 0 ↔ A11 = A33 ∧ A13 = A33 := by
  unfold throughMedium
  constructor
  · intro h0
    have hx : A13 = (A11 + A33) / 2 := by linarith
    have hsq : (A11 - A33) ^ 2 = 0 := by
      apply le_antisymm _ (sq_nonneg _)
      rw [hx] at h
      nlinarith
    have hd : A11 - A33 = 0 := pow_eq_zero_iff (two_ne_zero) |>.mp hsq
    constructor <;> linarith
  · rintro ⟨ha, hb⟩
    linarith

/-- Let the density of the like bodies be scaled by `s`, so that `A11` scales as `s ^ 2` and
`A13` as `s`. There is no repulsion at any density exactly when the cross constant does not
exceed the geometric mean. -/
theorem no_repulsion_at_any_density_iff {A11 A33 A13 : ℝ} (h1 : 0 < A11) (h3 : 0 ≤ A33) :
    (∀ s : ℝ, 0 ≤ s → 0 ≤ throughMedium (s ^ 2 * A11) A33 (s * A13) (s * A13))
      ↔ A13 ≤ geomMean A11 A33 := by
  unfold throughMedium geomMean
  constructor
  · intro h
    rcases le_total A13 0 with hx | hx
    · exact hx.trans (Real.sqrt_nonneg _)
    · -- test the density at which the interaction is smallest
      have hs := h (A13 / A11) (div_nonneg hx h1.le)
      have he : A11 * ((A13 / A11) ^ 2 * A11 + A33 - A13 / A11 * A13 - A13 / A11 * A13)
          = A11 * A33 - A13 ^ 2 := by
        field_simp
        ring
      have hm := mul_nonneg h1.le hs
      rw [he] at hm
      exact (le_abs_self _).trans (Real.abs_le_sqrt (by linarith))
  · intro h s hs
    rw [Real.sqrt_mul h1.le] at h
    -- the interaction is bounded below by a perfect square
    have hm := mul_le_mul_of_nonneg_left h hs
    have e1 := Real.sq_sqrt h1.le
    have e3 := Real.sq_sqrt h3
    have hq : (s * √A11 - √A33) ^ 2
        = s ^ 2 * A11 + A33 - 2 * (s * (√A11 * √A33)) := by
      linear_combination s ^ 2 * e1 + e3
    linarith [sq_nonneg (s * √A11 - √A33)]

/-- For Hamaker constants given by spectral sums, the medium acts by subtracting its response
from the response of each body. -/
theorem throughMedium_spectral {ι : Type*} [Fintype ι] (w u v m : ι → ℝ) :
    throughMedium (spectralHamaker w u v) (spectralHamaker w m m)
      (spectralHamaker w u m) (spectralHamaker w v m)
      = spectralHamaker w (u - m) (v - m) := by
  simp only [throughMedium, spectralHamaker, Pi.sub_apply, ← Finset.sum_add_distrib,
    ← Finset.sum_sub_distrib]
  apply Finset.sum_congr rfl
  intro k _
  ring

/-- For spectral sums with non-negative weights, the square of the cross constant is at most
the product of the two like constants. -/
theorem spectral_cross_sq_le {ι : Type*} [Fintype ι] {w : ι → ℝ} (hw : ∀ k, 0 ≤ w k)
    (u v : ι → ℝ) :
    spectralHamaker w u v ^ 2 ≤ spectralHamaker w u u * spectralHamaker w v v := by
  have hpos : ∀ (f : ι → ℝ) (k : ι), 0 ≤ w k * f k * f k := by
    intro f k
    rw [mul_assoc]
    exact mul_nonneg (hw k) (mul_self_nonneg _)
  unfold spectralHamaker
  apply Finset.sum_sq_le_sum_mul_sum_of_sq_le_mul
  · exact fun k _ => hpos u k
  · exact fun k _ => hpos v k
  · intro k _
    exact le_of_eq (by ring)

/-- For spectral sums with non-negative weights, the square of the Hamaker constant of two
bodies across a medium is at most the product of the like-body constants across it. -/
theorem medium_cross_sq_le {ι : Type*} [Fintype ι] {w : ι → ℝ} (hw : ∀ k, 0 ≤ w k)
    (u v m : ι → ℝ) :
    throughMedium (spectralHamaker w u v) (spectralHamaker w m m)
        (spectralHamaker w u m) (spectralHamaker w v m) ^ 2
      ≤ throughMedium (spectralHamaker w u u) (spectralHamaker w m m)
          (spectralHamaker w u m) (spectralHamaker w u m)
        * throughMedium (spectralHamaker w v v) (spectralHamaker w m m)
          (spectralHamaker w v m) (spectralHamaker w v m) := by
  rw [throughMedium_spectral, throughMedium_spectral, throughMedium_spectral]
  exact spectral_cross_sq_le hw _ _

/-- For these weights and responses at two frequencies, the Hamaker constant across the medium is
negative although the constant of the medium lies below the like constants of both bodies. -/
theorem repulsion_without_betweenness :
    let w : Fin 2 → ℝ := ![1, 1]
    let u : Fin 2 → ℝ := ![2, 0]
    let v : Fin 2 → ℝ := ![0, 2]
    let m : Fin 2 → ℝ := ![1, 1]
    spectralHamaker w m m < spectralHamaker w u u ∧
    spectralHamaker w m m < spectralHamaker w v v ∧
    throughMedium (spectralHamaker w u v) (spectralHamaker w m m)
      (spectralHamaker w u m) (spectralHamaker w v m) < 0 := by
  intro w u v m
  refine ⟨?_, ?_, ?_⟩ <;>
    norm_num [w, u, v, m, throughMedium, spectralHamaker, Fin.sum_univ_two]

end

end HamakerMedium
```

```lean
#print axioms HamakerMedium.throughMedium_geomMean
-- 'HamakerMedium.throughMedium_geomMean' depends on axioms: [propext, Classical.choice, Quot.sound]
#print axioms HamakerMedium.no_repulsion_at_any_density_iff
-- 'HamakerMedium.no_repulsion_at_any_density_iff' depends on axioms: [propext, Classical.choice, Quot.sound]
#print axioms HamakerMedium.medium_cross_sq_le
-- 'HamakerMedium.medium_cross_sq_le' depends on axioms: [propext, Classical.choice, Quot.sound]
#print axioms HamakerMedium.repulsion_without_betweenness
-- 'HamakerMedium.repulsion_without_betweenness' depends on axioms: [propext, Classical.choice, Quot.sound]
```

## Four constants and a displaced medium

Here $A_{ij}$ is the Hamaker constant of materials $i$ and $j$ across vacuum, and a positive constant means attraction. In a pairwise-additive picture each body displaces medium, so the constant across the medium is

$$A_{132}=A_{12}+A_{33}-A_{13}-A_{23}.$$

This is `throughMedium`, a definition on four real numbers; the file postulates it and does not derive it from a force law. `geomMean` is $\sqrt{AB}$. The first two theorems need only non-negative like constants, so the strictly positive case is included.

Splitting the roots of products gives

$$\sqrt{A_{11}}\sqrt{A_{22}}+A_{33}-\sqrt{A_{11}}\sqrt{A_{33}}-\sqrt{A_{22}}\sqrt{A_{33}},$$

and writing $A_{33}=\sqrt{A_{33}}\sqrt{A_{33}}$ turns this into the stated product. In `throughMedium_geomMean`, `Real.sqrt_mul` does the splitting and `linear_combination` supplies the last identity. A product is negative exactly when its factors have opposite signs (`mul_neg_iff`). Since the square root is strictly increasing, this puts $A_{33}$ strictly between the other two, as `repulsion_iff_between` states.

## Like bodies

For two bodies of material 1 the constant is $A_{11}+A_{33}-2A_{13}$. Suppose it were negative. Then $2A_{13}>A_{11}+A_{33}\ge 0$, and squaring gives

$$4A_{13}^2>(A_{11}+A_{33})^2=4A_{11}A_{33}+(A_{11}-A_{33})^2\ge 4A_{11}A_{33},$$

against the hypothesis. In `like_bodies_nonneg` the squaring appears as the product of the positive numbers `hlt` and `hsum`.

If the constant is zero, $A_{13}=(A_{11}+A_{33})/2$, and the bound becomes $(A_{11}-A_{33})^2\le 0$. Hence all three constants agree; the converse is immediate. This is `like_bodies_eq_zero_iff`.

The theorem `no_repulsion_at_any_density_iff` shows what the bound means when the density of the bodies is scaled by $s\ge 0$ at fixed response per particle. The constant is then

$$f(s)=s^2A_{11}+A_{33}-2sA_{13}.$$

For $A_{11}>0$ and $A_{33}\ge 0$, $f(s)\ge 0$ at every $s\ge 0$ exactly when $A_{13}\le\sqrt{A_{11}A_{33}}$:

- If there is no repulsion and $A_{13}\ge 0$, take the minimum at $s=A_{13}/A_{11}$. There $A_{11}f(s)=A_{11}A_{33}-A_{13}^2$, which must be non-negative. A negative $A_{13}$ satisfies the inequality trivially.
- If the inequality holds, $f(s)\ge(s\sqrt{A_{11}}-\sqrt{A_{33}})^2\ge 0$.

## Cross constants from spectra

The bound on $A_{13}$ holds when the constants are spectral sums with non-negative weights. `spectralHamaker` is a finite sum $\sum_k w_ku_kv_k$, where $u_k$ and $v_k$ are the responses of the bodies at the $k$-th imaginary frequency, which are real, and $w_k$ is a weight. With $m_k$ for the medium, each frequency contributes

$$u_kv_k+m_k^2-u_km_k-v_km_k=(u_k-m_k)(v_k-m_k),$$

so the medium subtracts its response from that of each body (`throughMedium_spectral`). For $w_k\ge 0$ the Cauchy–Schwarz inequality gives $A_{12}^2\le A_{11}A_{22}$ for any two materials (`spectral_cross_sq_le`). Applied to the differences $u-m$ and $v-m$, it gives $A_{132}^2\le A_{131}A_{232}$ (`medium_cross_sq_le`), where $A_{131}$ and $A_{232}$ are the like-body constants across the medium.

The betweenness criterion does not carry over to these sums. With unit weights, take $u=(2,0)$, $v=(0,2)$ and $m=(1,1)$. Then $A_{11}=A_{22}=4$ and $A_{33}=2$, but $A_{12}=0$ and $A_{13}=A_{23}=2$, so $A_{132}=-2$. The medium lies below both bodies, yet they repel, because at each frequency it responds more strongly than one body and more weakly than the other. The theorem `repulsion_without_betweenness` evaluates these sums directly. These numbers are chosen for simplicity and are not physical: at imaginary frequencies the response of a passive material is positive and does not increase with frequency, which $v=(0,2)$ violates. The effect does not depend on this. With the lower frequency first and the two frequencies well separated, $u=(6,1)$, $v=(4,3)$ and $m=(4,2)$ respect both conditions and give $A_{11}=37$, $A_{22}=25$, $A_{33}=20$ and $A_{132}=-1$; this second example is not in the Lean file.

For simulations that fill in missing cross constants by the geometric mean, this pairwise-additive model shows that the rule can give the wrong sign of the force when the spectra differ in shape. The model leaves out retardation and many-body effects; in Lifshitz theory the medium enters through ratios such as $(\varepsilon_1-\varepsilon_3)/(\varepsilon_1+\varepsilon_3)$ of the permittivities $\varepsilon_i$, not through a plain subtraction of vacuum responses.
